# For a positive semidefinite interaction and density matrix, the exchange matrix is positive semidefinite and obeys the Schwarz screening bound

The exchange matrix K_mn = Σ_ls D_ls (r_ml, r_ns), with finitely many indices, is positive semidefinite whenever the real density matrix D and the symmetric real interaction (u, v) between the pair densities r_ml are positive semidefinite. Its elements satisfy |K_mn| ≤ Σ_ls Q_ml |D_ls| Q_ns with Q_ml = √(r_ml, r_ml), and this bound needs no positivity of D.

In Lean 4 with Mathlib:

```lean
import Mathlib

open Matrix

namespace ExchangeScreening

noncomputable section

variable {V ι κ : Type*} [AddCommGroup V] [Module ℝ V] [Fintype κ]

/-- The exchange matrix `K_mn = ∑ D_ls (r_ml, r_ns)`, summed over `l` and `s`, for the
interaction `B`, the pair densities `r` and the density matrix `D`. -/
def exchange (B : V →ₗ[ℝ] V →ₗ[ℝ] ℝ) (r : ι → κ → V) (D : Matrix κ κ ℝ) : Matrix ι ι ℝ :=
  Matrix.of fun m n => ∑ l, ∑ s, D l s * B (r m l) (r n s)

/-- The Schwarz factor `Q = √(u, u)` of a density `u`, for a positive semidefinite
interaction `B`. -/
def schwarzFactor (B : V →ₗ[ℝ] V →ₗ[ℝ] ℝ) (u : V) : ℝ := √(B u u)

/-- The interaction of two superpositions of densities is the double sum of the
interactions of their components. -/
theorem interaction_sum {α β : Type*} [Fintype α] [Fintype β] (B : V →ₗ[ℝ] V →ₗ[ℝ] ℝ)
    (x : α → ℝ) (y : β → ℝ) (u : α → V) (w : β → V) :
    B (∑ a, x a • u a) (∑ b, y b • w b) = ∑ a, ∑ b, x a * y b * B (u a) (w b) := by
  rw [map_sum B, LinearMap.sum_apply]
  refine Finset.sum_congr rfl fun a _ => ?_
  rw [map_smul B, LinearMap.smul_apply, map_sum (B (u a)), smul_eq_mul, Finset.mul_sum]
  refine Finset.sum_congr rfl fun b _ => ?_
  rw [map_smul (B (u a)), smul_eq_mul]
  ring

/-- A positive semidefinite density matrix is a sum over orbitals `c k` with nonnegative
occupations `occ k`. -/
theorem exists_natural_orbitals {D : Matrix κ κ ℝ} (hD : D.PosSemidef) :
    ∃ (occ : κ → ℝ) (c : κ → κ → ℝ), (∀ k, 0 ≤ occ k) ∧
      ∀ l s, D l s = ∑ k, occ k * (c k l * c k s) := by
  classical
  have hH := hD.isHermitian
  refine ⟨hH.eigenvalues, fun k l => (hH.eigenvectorBasis k).ofLp l,
    hD.eigenvalues_nonneg, fun l s => ?_⟩
  -- the overlap of an eigenvector with a column of D, by the eigenvalue equation
  have h2 : ∀ k, inner ℝ (hH.eigenvectorBasis k) (WithLp.toLp 2 (fun t => D t s)) =
      hH.eigenvalues k * (hH.eigenvectorBasis k).ofLp s := by
    intro k
    have e := congrFun (hH.mulVec_eigenvectorBasis k) s
    simp only [Matrix.mulVec, dotProduct, Pi.smul_apply, smul_eq_mul] at e
    rw [← e, PiLp.inner_apply]
    refine Finset.sum_congr rfl fun t _ => ?_
    have sy : D t s = D s t := by simpa using hH.apply s t
    change inner ℝ ((hH.eigenvectorBasis k).ofLp t) (D t s) = _
    rw [sy]
    simp
  -- completeness of the eigenvectors
  have h := hH.eigenvectorBasis.sum_inner_mul_inner (EuclideanSpace.single l (1 : ℝ))
    (WithLp.toLp 2 (fun t => D t s))
  simp only [h2, EuclideanSpace.inner_single_left, map_one, one_mul] at h
  refine Eq.trans h.symm (Finset.sum_congr rfl fun k _ => ?_)
  ring

/-- If `D` is a sum over orbitals `c k` with weights `occ k`, then `K_mn` is the weighted sum
of the interactions between the pair densities contracted with each orbital. -/
theorem exchange_eq_sum_orbitals (B : V →ₗ[ℝ] V →ₗ[ℝ] ℝ) (r : ι → κ → V)
    {D : Matrix κ κ ℝ} {occ : κ → ℝ} {c : κ → κ → ℝ}
    (h : ∀ l s, D l s = ∑ k, occ k * (c k l * c k s)) (m n : ι) :
    exchange B r D m n =
      ∑ k, occ k * B (∑ l, c k l • r m l) (∑ s, c k s • r n s) := by
  simp only [exchange, Matrix.of_apply, interaction_sum, h, Finset.sum_mul, Finset.mul_sum]
  symm
  exact Finset.sum_comm.trans (Finset.sum_congr rfl fun l _ =>
    Finset.sum_comm.trans (Finset.sum_congr rfl fun s _ =>
      Finset.sum_congr rfl fun k _ => by ring))

/-- For a symmetric positive semidefinite interaction and a positive semidefinite density
matrix, the exchange matrix is positive semidefinite. -/
theorem exchange_posSemidef [Fintype ι] (B : V →ₗ[ℝ] V →ₗ[ℝ] ℝ) (hsymm : ∀ u v, B u v = B v u)
    (hpos : ∀ u, 0 ≤ B u u) (r : ι → κ → V) {D : Matrix κ κ ℝ} (hD : D.PosSemidef) :
    (exchange B r D).PosSemidef := by
  obtain ⟨occ, c, hocc, hc⟩ := exists_natural_orbitals hD
  obtain ⟨y, hK⟩ : ∃ y : κ → ι → V, ∀ m n,
      exchange B r D m n = ∑ k, occ k * B (y k m) (y k n) :=
    ⟨fun k m => ∑ l, c k l • r m l, exchange_eq_sum_orbitals B r hc⟩
  refine Matrix.PosSemidef.of_dotProduct_mulVec_nonneg ?_ fun x => ?_
  · ext m n
    rw [Matrix.conjTranspose_apply, star_trivial, hK, hK]
    exact Finset.sum_congr rfl fun k _ => by rw [hsymm]
  · -- the quadratic form is a weighted sum of self-repulsions
    have hq : star x ⬝ᵥ (exchange B r D *ᵥ x) =
        ∑ k, occ k * B (∑ m, x m • y k m) (∑ n, x n • y k n) := by
      simp only [dotProduct, Matrix.mulVec, hK, Pi.star_apply, star_trivial,
        interaction_sum, Finset.mul_sum, Finset.sum_mul]
      symm
      exact Finset.sum_comm.trans (Finset.sum_congr rfl fun m _ =>
        Finset.sum_comm.trans (Finset.sum_congr rfl fun n _ =>
          Finset.sum_congr rfl fun k _ => by ring))
    rw [hq]
    exact Finset.sum_nonneg fun k _ => mul_nonneg (hocc k) (hpos _)

/-- Schwarz inequality: for a symmetric positive semidefinite interaction, `|(u, v)|` is at
most the product of the Schwarz factors of `u` and `v`. -/
theorem abs_interaction_le (B : V →ₗ[ℝ] V →ₗ[ℝ] ℝ) (hsymm : ∀ u v, B u v = B v u)
    (hpos : ∀ u, 0 ≤ B u u) (u v : V) :
    |B u v| ≤ schwarzFactor B u * schwarzFactor B v := by
  -- (u + t v, u + t v) is a nonnegative quadratic polynomial in t
  have h : ∀ t : ℝ, 0 ≤ B v v * (t * t) + 2 * B u v * t + B u u := by
    intro t
    have h0 := hpos (u + t • v)
    simp only [map_add, map_smul, LinearMap.add_apply, LinearMap.smul_apply,
      smul_eq_mul, hsymm v u] at h0
    linarith
  have hd := discrim_le_zero h
  unfold discrim at hd
  unfold schwarzFactor
  rw [← Real.sqrt_mul (hpos u)]
  exact Real.abs_le_sqrt (by linarith)

/-- Exchange screening: for a symmetric positive semidefinite interaction and any real matrix
`D`, `|K_mn|` is at most the sum of `Q_ml |D_ls| Q_ns` over `l` and `s`. -/
theorem abs_exchange_le (B : V →ₗ[ℝ] V →ₗ[ℝ] ℝ) (hsymm : ∀ u v, B u v = B v u)
    (hpos : ∀ u, 0 ≤ B u u) (r : ι → κ → V) (D : Matrix κ κ ℝ) (m n : ι) :
    |exchange B r D m n| ≤
      ∑ l, ∑ s, schwarzFactor B (r m l) * |D l s| * schwarzFactor B (r n s) := by
  simp only [exchange, Matrix.of_apply]
  refine (Finset.abs_sum_le_sum_abs _ _).trans (Finset.sum_le_sum fun l _ => ?_)
  refine (Finset.abs_sum_le_sum_abs _ _).trans (Finset.sum_le_sum fun s _ => ?_)
  rw [abs_mul]
  have h := mul_le_mul_of_nonneg_left
    (abs_interaction_le B hsymm hpos (r m l) (r n s)) (abs_nonneg (D l s))
  linarith

/-- An element of a positive semidefinite density matrix is bounded by its diagonal:
`|D_ls| ≤ √D_ll √D_ss`. -/
theorem abs_density_le {D : Matrix κ κ ℝ} (hD : D.PosSemidef) (l s : κ) :
    |D l s| ≤ √(D l l) * √(D s s) := by
  obtain ⟨occ, c, hocc, hc⟩ := exists_natural_orbitals hD
  have e : ∀ a b, D a b = ∑ k, (√(occ k) * c k a) * (√(occ k) * c k b) := by
    intro a b
    rw [hc]
    refine Finset.sum_congr rfl fun k _ => ?_
    linear_combination (-(c k a * c k b)) * Real.mul_self_sqrt (hocc k)
  have hl : 0 ≤ D l l := by
    rw [e]
    exact Finset.sum_nonneg fun k _ => mul_self_nonneg _
  rw [← Real.sqrt_mul hl]
  apply Real.abs_le_sqrt
  rw [e l s, e l l, e s s]
  simpa only [pow_two] using Finset.sum_mul_sq_le_sq_mul_sq Finset.univ
    (fun k => √(occ k) * c k l) (fun k => √(occ k) * c k s)

/-- Factorised screening: for a symmetric positive semidefinite interaction and a positive
semidefinite `D`, `|K_mn|` is at most a product of two single sums, one for `m` and one
for `n`, which use only the diagonal of `D`. -/
theorem abs_exchange_le_factorised (B : V →ₗ[ℝ] V →ₗ[ℝ] ℝ)
    (hsymm : ∀ u v, B u v = B v u) (hpos : ∀ u, 0 ≤ B u u) (r : ι → κ → V)
    {D : Matrix κ κ ℝ} (hD : D.PosSemidef) (m n : ι) :
    |exchange B r D m n| ≤ (∑ l, schwarzFactor B (r m l) * √(D l l)) *
      ∑ s, schwarzFactor B (r n s) * √(D s s) := by
  refine (abs_exchange_le B hsymm hpos r D m n).trans ?_
  rw [Finset.sum_mul_sum]
  refine Finset.sum_le_sum fun l _ => Finset.sum_le_sum fun s _ => ?_
  have h := mul_le_mul_of_nonneg_left (abs_density_le hD l s)
    (mul_nonneg (Real.sqrt_nonneg (B (r m l) (r m l))) (Real.sqrt_nonneg (B (r n s) (r n s))))
  unfold schwarzFactor
  linarith

/-- The screening bound is attained: if densities are nonnegative numbers interacting by
multiplication and `D` has nonnegative entries, it is an equality. -/
theorem exchange_eq_bound (r : ι → κ → ℝ) (hr : ∀ m l, 0 ≤ r m l) (D : Matrix κ κ ℝ)
    (hD : ∀ l s, 0 ≤ D l s) (m n : ι) :
    exchange (LinearMap.mul ℝ ℝ) r D m n = ∑ l, ∑ s,
      schwarzFactor (LinearMap.mul ℝ ℝ) (r m l) * |D l s| *
        schwarzFactor (LinearMap.mul ℝ ℝ) (r n s) := by
  simp only [exchange, Matrix.of_apply, schwarzFactor, LinearMap.mul_apply']
  refine Finset.sum_congr rfl fun l _ => Finset.sum_congr rfl fun s _ => ?_
  rw [Real.sqrt_mul_self (hr m l), Real.sqrt_mul_self (hr n s), abs_of_nonneg (hD l s)]
  ring

/-- Multiplication of real numbers is a symmetric positive semidefinite interaction, the
2 × 2 unit matrix is a positive semidefinite `D`, and with all pair densities equal to 1
they give `K_01 = 2`. -/
theorem exchange_witness :
    (∀ u v : ℝ, LinearMap.mul ℝ ℝ u v = LinearMap.mul ℝ ℝ v u) ∧
    (∀ u : ℝ, 0 ≤ LinearMap.mul ℝ ℝ u u) ∧
    (1 : Matrix (Fin 2) (Fin 2) ℝ).PosSemidef ∧
    exchange (LinearMap.mul ℝ ℝ) (fun _ _ : Fin 2 => (1 : ℝ)) 1 0 1 = 2 := by
  refine ⟨fun u v => ?_, fun u => ?_, Matrix.PosSemidef.one, ?_⟩
  · simp only [LinearMap.mul_apply', mul_comm]
  · simpa only [LinearMap.mul_apply'] using mul_self_nonneg u
  · norm_num [exchange, Fin.sum_univ_succ, Matrix.one_apply]

end

end ExchangeScreening
```

```lean
#print axioms ExchangeScreening.exchange_posSemidef
-- 'ExchangeScreening.exchange_posSemidef' depends on axioms: [propext, Classical.choice, Quot.sound]
#print axioms ExchangeScreening.abs_exchange_le_factorised
-- 'ExchangeScreening.abs_exchange_le_factorised' depends on axioms: [propext, Classical.choice, Quot.sound]
#print axioms ExchangeScreening.exchange_eq_bound
-- 'ExchangeScreening.exchange_eq_bound' depends on axioms: [propext, Classical.choice, Quot.sound]
```

## Exchange over an abstract space of densities

In a basis of real functions χ, the pair density r_ml is the product χ_m χ_l, and (u, v) is the Coulomb repulsion of two charge distributions. K is then the exchange matrix of Hartree–Fock theory. The file keeps only the algebra of this picture:

- `V` is any real vector space of densities. It may be infinite-dimensional, and no auxiliary fitting basis is involved.
- `B` is the interaction, so `B u v` stands for (u, v). The hypothesis `hsymm` says that it is symmetric, and `hpos` that no density has negative self-repulsion. A nonzero density may have zero self-repulsion.
- `r m l` is the pair density r_ml. The index m lives in `ι` and l in `κ`, which may be different sets. The summation set `κ` is finite; `ι` has to be finite only for the positivity theorem.
- `D` is a real matrix over `κ`. `D.PosSemidef` includes symmetry.
- `exchange B r D` is K, without the negative prefactor that exchange carries in the Fock matrix.
- `schwarzFactor B u` is √(u, u), so Q_ml is `schwarzFactor B (r m l)`.

For the Coulomb interaction, `hpos` stands for the fact that the electrostatic energy of a charge distribution is nonnegative, whatever the signs of the charge. Here it is assumed, not derived from the 1/r kernel. Gaussian integrals, complex orbitals and floating-point rounding do not enter.

`exchange_posSemidef` states that K is positive semidefinite, and `abs_exchange_le` gives the screening bound for every real D, symmetric or not. When D is positive semidefinite, `abs_exchange_le_factorised` adds

|K_mn| ≤ (Σ_l Q_ml √D_ll) (Σ_s Q_ns √D_ss).

## Positivity from orbital self-repulsions

Let v_k be orthonormal eigenvectors of D with eigenvalues n_k ≥ 0, and write c_kl for component l of v_k. The overlap of v_k with column s of D is

Σ_t c_kt D_ts = Σ_t D_st c_kt = n_k c_ks,

by symmetry of D and the eigenvalue equation. Since the eigenvectors are complete, the element D_ls, which is the overlap of the unit vector e_l with column s, expands as

D_ls = Σ_k c_kl (n_k c_ks) = Σ_k n_k c_kl c_ks.

This is `exists_natural_orbitals`. Its step `h2` is the first equation, and `sum_inner_mul_inner` supplies completeness. These vectors are eigenvectors of the coefficient matrix D. In an orthonormal basis they are natural orbitals in the usual sense; in a non-orthogonal basis they generally are not, and the eigenvalues n_k are then generally not occupation numbers. The argument needs nothing more than the expansion with nonnegative weights.

Inserting it into K and using bilinearity gives

K_mn = Σ_k n_k Σ_ls c_kl c_ks (r_ml, r_ns) = Σ_k n_k (y_km, y_kn), with y_km = Σ_l c_kl r_ml.

For r_ml = χ_m χ_l, the density y_km is χ_m times the orbital Σ_l c_kl χ_l. The lemma `exchange_eq_sum_orbitals` proves this formula; `interaction_sum` expands the interaction of two superpositions, and `Finset.sum_comm` reorders the sums.

Symmetry of K follows from (y_km, y_kn) = (y_kn, y_km). For any real vector x,

Σ_mn x_m K_mn x_n = Σ_k n_k (z_k, z_k) ≥ 0, with z_k = Σ_m x_m y_km,

because every term is a nonnegative weight times a self-repulsion. The proof of `exchange_posSemidef` has the same two parts: symmetry first, then the quadratic form, rewritten by `hq` as this weighted sum.

## Screening from the Schwarz inequality

For densities u, v and every real t,

0 ≤ (u + tv, u + tv) = (v, v) t² + 2 (u, v) t + (u, u).

A real polynomial of this kind that is never negative has discriminant at most zero:

4 (u, v)² − 4 (v, v)(u, u) ≤ 0.

Taking square roots gives |(u, v)| ≤ √(u, u) √(v, v). If (v, v) = 0, the polynomial is linear in t and can stay nonnegative only if (u, v) = 0, so the inequality holds for degenerate interactions too. In `abs_interaction_le`, `h` is the polynomial inequality and `discrim_le_zero` covers both cases.

The triangle inequality, followed by this estimate in each term, yields

|K_mn| ≤ Σ_ls |D_ls| |(r_ml, r_ns)| ≤ Σ_ls Q_ml |D_ls| Q_ns.

`abs_exchange_le` applies the triangle inequality once for each sum and then multiplies the Schwarz inequality by |D_ls|.

Electronic-structure codes with real basis functions can use this estimate to skip small exchange contributions. For fixed m and n, replace D by the matrix that keeps only the elements whose terms were skipped: the theorem then bounds the error in K_mn, up to rounding. Because D is arbitrary, it also covers density differences between self-consistent-field iterations, which are generally indefinite.

## The factorised bound needs only the diagonal of the density matrix

If D is positive semidefinite, its expansion can be written as

D_ls = Σ_k (√n_k c_kl)(√n_k c_ks).

The Cauchy–Schwarz inequality for finite sums gives

D_ls² ≤ (Σ_k n_k c_kl²)(Σ_k n_k c_ks²) = D_ll D_ss,

hence |D_ls| ≤ √D_ll √D_ss. This is `abs_density_le`, where `e` is the rewritten expansion and `Finset.sum_mul_sq_le_sq_mul_sq` the Cauchy–Schwarz step. Inserting it into the screening sum separates the indices:

Σ_ls Q_ml |D_ls| Q_ns ≤ Σ_ls Q_ml √D_ll √D_ss Q_ns = (Σ_l Q_ml √D_ll)(Σ_s Q_ns √D_ss).

`abs_exchange_le_factorised` chains this with the screening bound, using `Finset.sum_mul_sum` to expand the product. The result needs one number for each m, but it ignores how small the off-diagonal elements of D may be.

## Equality and the one-function case

`exchange_eq_bound` takes densities that are nonnegative real numbers, with multiplication as the interaction. Then Q_ml = √(r_ml²) = r_ml, and if D also has nonnegative entries,

K_mn = Σ_ls D_ls r_ml r_ns = Σ_ls Q_ml |D_ls| Q_ns.

The screening bound therefore cannot be lowered by a universal constant factor. `exchange_witness` checks the hypotheses in a concrete instance: with D the 2 × 2 unit matrix and every r_ml = 1, the element K_01 is 1 + 1 = 2. The screening sum is also 2, while the factorised bound is (1 + 1)(1 + 1) = 4. This instance is purely algebraic: products χ_m χ_l of two basis functions that all coincide would require χ_0 = χ_1, which is not a basis.

If `κ` has a single element, D is one number d and each m has one density r_m with Schwarz factor Q_m. Then K_mn = d (r_m, r_n), and screening reduces to the Schwarz inequality multiplied by |d|. For d ≥ 0 the two bounds coincide, since Q_m √d · Q_n √d = Q_m d Q_n.

## The Coulomb matrix obeys a similar bound

When all indices run over the same finite basis, the Coulomb matrix is J_mn = Σ_ls D_ls (r_mn, r_ls). The triangle and Schwarz inequalities, applied by hand in the same order, give

|J_mn| ≤ Q_mn Σ_ls |D_ls| Q_ls.

Here the sum over l and s is the same for every element. In exchange, the density indices are split between the two pair densities, so the corresponding sum depends on both m and n.
